# The quartic oscillator's bounce action $1/(3s)$ and the factorial growth of its semiclassical dispersion moments

I take the tunnelling width of the unstable quartic oscillator to be its leading semiclassical form, not the exact imaginary part of the resonance energy, and I let the action enter as a barrier integral, not as a number already worked out. The Hamiltonian is $H = p^2/2 + x^2/2 + g x^4$ with $\hbar = m = \omega = 1$, continued to $g = -s$ with $s > 0$. A particle in the central well can then tunnel out, and the bounce action should be

$$S(s) = 2\int_0^{1/\sqrt{2s}} \sqrt{x^2 - 2s x^4}\,dx = \frac{1}{3s}.$$

With the ground-state width, meaning $|\operatorname{Im} E|$ and not the decay rate $2|\operatorname{Im} E|$, taken as $\sqrt{2/(\pi s)}\,e^{-S(s)}$, the dispersion integral should give, for every natural number $n$,

$$\frac1\pi\int_0^\infty \sqrt{\frac{2}{\pi s}}\;e^{-1/(3s)}\,s^{-n-1}\,ds = \sqrt6\,\pi^{-3/2}\,3^n\,\Gamma(n+\tfrac12).$$

I know this, up to an alternating sign, as the large-order growth of the perturbation coefficients of the ground-state energy. Can both formulas be proved rigorously and checked by machine, with some control over what happens when the width is only approximately semiclassical?

## Yes: an antiderivative, the substitution $t = 1/s$ and a Gamma integral

**The action.** Between the origin and the turning point, $x \ge 0$ and $1 - 2s x^2 \ge 0$, so

$$\sqrt{x^2 - 2s x^4} = x\,(1 - 2s x^2)^{1/2}.$$

An antiderivative is $F(x) = -\frac{1}{6s}(1 - 2s x^2)^{3/2}$, since

$$F'(x) = -\frac{1}{6s}\cdot\frac32\cdot(-4s x)\,(1 - 2s x^2)^{1/2} = x\,(1 - 2s x^2)^{1/2}.$$

At the turning point $F = 0$, and at the origin $F = -1/(6s)$. The integral is therefore $1/(6s)$, and twice that is $1/(3s)$.

**The moments.** The calculation works for every level $K = 0, 1, 2, \dots$ with the leading width

$$w_K(s) = \frac{(4/s)^K}{K!}\sqrt{\frac{2}{\pi s}}\;e^{-S(s)}.$$

Write $M_{K,n} = \frac1\pi\int_0^\infty w_K(s)\,s^{-n-1}\,ds$ and $a = n + K + \frac12$. Collecting the powers of $s$ gives

$$M_{K,n} = \frac1\pi\,\frac{4^K}{K!}\sqrt{\frac2\pi}\int_0^\infty s^{-a-1}e^{-1/(3s)}\,ds.$$

Put $t = 1/s$, so that $ds = -dt/t^2$. The minus sign is absorbed by exchanging the limits, and

$$\int_0^\infty s^{-a-1}e^{-1/(3s)}\,ds = \int_0^\infty t^{a-1}e^{-t/3}\,dt = 3^a\,\Gamma(a).$$

Since $3^a = 3^n\,3^K\sqrt3$, the constants combine to

$$M_{K,n} = \frac{12^K}{K!}\,\sqrt6\,\pi^{-3/2}\,3^n\,\Gamma(n+K+\tfrac12).$$

Your formula is the case $K = 0$. From $\Gamma(a+1) = a\,\Gamma(a)$ it also follows that $M_{K,n+1} = 3(n+K+\frac12)\,M_{K,n}$.

**An approximate width.** Suppose that a continuous width $w$ satisfies $|w(s) - w_0(s)| \le C s\,w_0(s)$ for all $s > 0$. Let $M_{n+1}[w]$ be its moment of order $n+1$. The extra factor $s$ lowers the order of the moment by one:

$$|M_{n+1}[w] - M_{0,n+1}| \le \frac1\pi\int_0^\infty \frac{C s\,w_0(s)}{s^{n+2}}\,ds = C\,M_{0,n} = \frac{C}{3(n+\frac12)}\,M_{0,n+1}.$$

The relative error thus falls at least as fast as $1/n$.

## What the Lean definitions and theorems say

`bounceAction s` is the barrier integral with the potential $V = x^2/2 - s x^4$, so the expression under the root is $2V$. `tunnelWidth K s` is $w_K(s)$ and contains `bounceAction s` itself; the value $1/(3s)$ has to be proved before any moment can be computed. `dispersionMoment w n` accepts an arbitrary function `w : ℝ → ℝ` and integrates over `Ioi 0`, the open half-line $s > 0$.

`bounceAction_eq` is the first formula, under the hypothesis `0 < s`. `ground_state_moment` is the second, with the integrand written out, and `moment_tunnelWidth` is its extension to all levels. Both hold for every natural `n`, including zero. `large_order_accuracy` is the error estimate for a moment of order `n + 1`.

The hypothesis `h` of that last theorem stands for the physical expectation that the first correction to the semiclassical width is of relative order $s$. It is required at every positive coupling, not just at small ones. The semiclassical prefactor, this bound for the exact width, and the dispersion relation that turns moments into perturbation coefficients are physical input here, not consequences of the theorems.

In that relation, the coefficient of $g^n$ in the ground-state energy, for $n \ge 1$, is up to an alternating sign the moment of the exact imaginary part. For this one-dimensional oscillator, the factorial growth is the signature of a weak-coupling series with zero radius of convergence, which has to be truncated or resummed before it is used numerically.

Watch the word "width": here it means $|\operatorname{Im} E|$, whereas the decay rate is $2|\operatorname{Im} E|$. Inserting the decay rate into the dispersion integral doubles every moment.

```lean
import Mathlib

open Real MeasureTheory Set

namespace AnharmonicLargeOrder

noncomputable section

/-- Bounce action of the inverted quartic oscillator with potential `x²/2 - s x⁴`, for `s > 0`:
twice the integral of `√(2V)` from the origin to the turning point `1/√(2s)`. -/
def bounceAction (s : ℝ) : ℝ :=
  2 * ∫ x in (0 : ℝ)..(1 / √(2 * s)), √(x ^ 2 - 2 * s * x ^ 4)

/-- Leading semiclassical tunnelling width (imaginary part of the energy, up to sign) of level `K`
at quartic coupling `-s`, for `s > 0`. -/
def tunnelWidth (K : ℕ) (s : ℝ) : ℝ :=
  (4 / s) ^ K / (K.factorial : ℝ) * √(2 / (π * s)) * Real.exp (-bounceAction s)

/-- Dispersion moment of order `n` of a width `w`, an integral over couplings `s > 0`. -/
def dispersionMoment (w : ℝ → ℝ) (n : ℕ) : ℝ :=
  1 / π * ∫ s in Ioi (0 : ℝ), w s / s ^ (n + 1)

/-- For `s > 0` the bounce action is `1/(3s)`. -/
theorem bounceAction_eq {s : ℝ} (hs : 0 < s) : bounceAction s = 1 / (3 * s) := by
  have hb : 0 ≤ 1 / √(2 * s) := by positivity
  have hb2 : 2 * s * (1 / √(2 * s)) ^ 2 = 1 := by
    rw [div_pow, Real.sq_sqrt (by positivity)]
    field_simp
  -- between the origin and the turning point, one factor x leaves the root
  have hcongr : ∫ x in (0 : ℝ)..(1 / √(2 * s)), √(x ^ 2 - 2 * s * x ^ 4) =
      ∫ x in (0 : ℝ)..(1 / √(2 * s)), x * (1 - 2 * s * x ^ 2) ^ (1 / 2 : ℝ) := by
    apply intervalIntegral.integral_congr
    intro x hx
    rw [Set.uIcc_of_le hb] at hx
    show √(x ^ 2 - 2 * s * x ^ 4) = x * (1 - 2 * s * x ^ 2) ^ (1 / 2 : ℝ)
    rw [show x ^ 2 - 2 * s * x ^ 4 = x ^ 2 * (1 - 2 * s * x ^ 2) by ring,
      Real.sqrt_mul (sq_nonneg x), Real.sqrt_sq hx.1, Real.sqrt_eq_rpow]
  have hderiv : ∀ x : ℝ, HasDerivAt
      (fun y : ℝ => -(1 / (6 * s)) * (1 - 2 * s * y ^ 2) ^ (3 / 2 : ℝ))
      (x * (1 - 2 * s * x ^ 2) ^ (1 / 2 : ℝ)) x := by
    intro x
    have h1 : HasDerivAt (fun y : ℝ => 1 - 2 * s * y ^ 2) (-(4 * s * x)) x :=
      (((hasDerivAt_pow 2 x).const_mul (2 * s)).const_sub 1).congr_deriv
        (by norm_num; ring)
    have h2 := (h1.rpow_const (p := 3 / 2) (Or.inr (by norm_num))).const_mul (-(1 / (6 * s)))
    refine h2.congr_deriv ?_
    rw [show (3 / 2 : ℝ) - 1 = 1 / 2 by norm_num]
    generalize (1 - 2 * s * x ^ 2) ^ (1 / 2 : ℝ) = r
    field_simp
    ring
  have hin : Continuous (fun x : ℝ => 1 - 2 * s * x ^ 2) := by fun_prop
  have hcont : Continuous (fun x : ℝ => x * (1 - 2 * s * x ^ 2) ^ (1 / 2 : ℝ)) :=
    continuous_id.mul (hin.rpow_const (fun _ => Or.inr (by norm_num)))
  have hint : ∫ x in (0 : ℝ)..(1 / √(2 * s)), x * (1 - 2 * s * x ^ 2) ^ (1 / 2 : ℝ) =
      -(1 / (6 * s)) * (1 - 2 * s * (1 / √(2 * s)) ^ 2) ^ (3 / 2 : ℝ) -
        -(1 / (6 * s)) * (1 - 2 * s * 0 ^ 2) ^ (3 / 2 : ℝ) :=
    intervalIntegral.integral_eq_sub_of_hasDerivAt (fun x _ => hderiv x)
      (hcont.intervalIntegrable _ _)
  unfold bounceAction
  rw [hcongr, hint, hb2, show (1 : ℝ) - 1 = 0 by norm_num, Real.zero_rpow (by norm_num),
    show 1 - 2 * s * 0 ^ 2 = (1 : ℝ) by ring, Real.one_rpow]
  field_simp
  norm_num

/-- A tunnelling factor `exp(-A/s)` with `A > 0`, integrated against `s^(-a-1)` over `s > 0` with
`a > 0`, gives `Γ(a)/A^a`. -/
theorem integral_tunnel_factor {a A : ℝ} (ha : 0 < a) (hA : 0 < A) :
    ∫ s in Ioi (0 : ℝ), s ^ (-a - 1) * Real.exp (-(A / s)) = (1 / A) ^ a * Real.Gamma a := by
  -- substitute t = 1/s in Euler's integral
  have h := integral_comp_rpow_Ioi (fun t : ℝ => t ^ (a - 1) * Real.exp (-(A * t)))
    (show (-1 : ℝ) ≠ 0 by norm_num)
  refine Eq.trans ?_ (h.trans (Real.integral_rpow_mul_exp_neg_mul_Ioi ha hA))
  refine setIntegral_congr_fun measurableSet_Ioi (fun s hs => ?_)
  have hs : 0 < s := hs
  show s ^ (-a - 1) * Real.exp (-(A / s)) = (|(-1 : ℝ)| * s ^ ((-1 : ℝ) - 1)) •
    ((s ^ (-1 : ℝ)) ^ (a - 1) * Real.exp (-(A * s ^ (-1 : ℝ))))
  rw [← Real.rpow_mul hs.le, smul_eq_mul, abs_neg, abs_one, one_mul, ← mul_assoc,
    ← Real.rpow_add hs, Real.rpow_neg_one, div_eq_mul_inv,
    show (-1 : ℝ) - 1 + -1 * (a - 1) = -a - 1 by ring]

/-- The dispersion moment of order `n` of the semiclassical width of level `K` is
`(12^K/K!) √6 π^(-3/2) 3^n Γ(n + K + 1/2)`. -/
theorem moment_tunnelWidth (K n : ℕ) :
    dispersionMoment (tunnelWidth K) n = 12 ^ K / (K.factorial : ℝ) *
      (√6 * π ^ (-(3 / 2) : ℝ)) * 3 ^ n * Real.Gamma (n + K + 1 / 2) := by
  -- collect all powers of the coupling
  have hpt : ∫ s in Ioi (0 : ℝ), tunnelWidth K s / s ^ (n + 1) =
      ∫ s in Ioi (0 : ℝ), (4 ^ K / (K.factorial : ℝ) * √(2 / π)) *
        (s ^ (-(n + K + 1 / 2 : ℝ) - 1) * Real.exp (-(1 / 3 / s))) := by
    refine setIntegral_congr_fun measurableSet_Ioi (fun s hs => ?_)
    have hs : 0 < s := hs
    have h1 : √(2 / (π * s)) = √(2 / π) * s ^ (-(1 / 2) : ℝ) := by
      rw [Real.rpow_neg hs.le, ← Real.sqrt_eq_rpow, ← Real.sqrt_inv,
        ← Real.sqrt_mul (show 0 ≤ 2 / π by positivity)]
      congr 1
      field_simp
    have h2 : s ^ (-(n + K + 1 / 2 : ℝ) - 1) = s ^ (-(1 / 2) : ℝ) / (s ^ K * s ^ (n + 1)) := by
      rw [← pow_add, ← Real.rpow_natCast, ← Real.rpow_sub hs]
      congr 1
      push_cast
      ring
    simp only [tunnelWidth]
    rw [bounceAction_eq hs, h1, h2, div_pow, div_div (1 : ℝ) 3 s]
    ring
  have h3 : (1 / (1 / 3 : ℝ)) ^ (n + K + 1 / 2 : ℝ) = 3 ^ n * 3 ^ K * √3 := by
    rw [one_div_one_div, Real.rpow_add (by norm_num), Real.rpow_add (by norm_num),
      Real.rpow_natCast, Real.rpow_natCast, ← Real.sqrt_eq_rpow]
  have h4 : √6 * π ^ (-(3 / 2) : ℝ) = 1 / π * √(2 / π) * √3 := by
    rw [show (-(3 / 2) : ℝ) = -1 + -(1 / 2) by norm_num, Real.rpow_add Real.pi_pos,
      Real.rpow_neg_one, Real.rpow_neg Real.pi_pos.le, ← Real.sqrt_eq_rpow,
      show (6 : ℝ) = 2 * 3 by norm_num, Real.sqrt_mul (by norm_num), Real.sqrt_div (by norm_num)]
    ring
  have h5 : (12 : ℝ) ^ K = 4 ^ K * 3 ^ K := by
    rw [← mul_pow]
    norm_num
  unfold dispersionMoment
  rw [hpt, integral_const_mul, integral_tunnel_factor (by positivity) (by norm_num), h3, h4, h5]
  ring

/-- Ground-state case with the integrand written out: the dispersion moment of order `n` is
`√6 π^(-3/2) 3^n Γ(n + 1/2)`. -/
theorem ground_state_moment (n : ℕ) :
    1 / π * ∫ s in Ioi (0 : ℝ), √(2 / (π * s)) * Real.exp (-(1 / (3 * s))) / s ^ (n + 1) =
      √6 * π ^ (-(3 / 2) : ℝ) * 3 ^ n * Real.Gamma (n + 1 / 2) := by
  have e : ∫ s in Ioi (0 : ℝ), √(2 / (π * s)) * Real.exp (-(1 / (3 * s))) / s ^ (n + 1) =
      ∫ s in Ioi (0 : ℝ), tunnelWidth 0 s / s ^ (n + 1) :=
    setIntegral_congr_fun measurableSet_Ioi
      (fun s hs => by simp [tunnelWidth, bounceAction_eq (Set.mem_Ioi.1 hs)])
  rw [e]
  refine (moment_tunnelWidth 0 n).trans ?_
  simp

/-- The semiclassical dispersion moments of every level are positive. -/
theorem moment_pos (K n : ℕ) : 0 < dispersionMoment (tunnelWidth K) n := by
  rw [moment_tunnelWidth]
  have hG := Real.Gamma_pos_of_pos (show 0 < (n + K + 1 / 2 : ℝ) by positivity)
  positivity

/-- From order `n` to order `n + 1` the semiclassical moment of level `K` grows by the factor
`3 (n + K + 1/2)`. -/
theorem moment_succ (K n : ℕ) : dispersionMoment (tunnelWidth K) (n + 1) =
    3 * (n + K + 1 / 2) * dispersionMoment (tunnelWidth K) n := by
  have hG : Real.Gamma (((n + 1 : ℕ) : ℝ) + K + 1 / 2) =
      (n + K + 1 / 2) * Real.Gamma (n + K + 1 / 2) := by
    rw [← Real.Gamma_add_one (show (n + K + 1 / 2 : ℝ) ≠ 0 by positivity)]
    congr 1
    push_cast
    ring
  rw [moment_tunnelWidth, moment_tunnelWidth, hG]
  ring

/-- The integrand of each semiclassical dispersion moment is integrable over `s > 0`. -/
theorem integrable_moment (K n : ℕ) :
    IntegrableOn (fun s => tunnelWidth K s / s ^ (n + 1)) (Ioi 0) := by
  by_contra h
  have h0 := moment_pos K n
  unfold dispersionMoment at h0
  rw [integral_undef h, mul_zero] at h0
  exact lt_irrefl _ h0

/-- If a continuous width `w` differs from the semiclassical ground-state width by a relative error
of at most `C s` at every coupling `s > 0`, then its moment of order `n + 1` equals the
semiclassical one up to a relative error of at most `C / (3 (n + 1/2))`. -/
theorem large_order_accuracy {w : ℝ → ℝ} {C : ℝ} (hw : ContinuousOn w (Ioi 0))
    (h : ∀ s, 0 < s → |w s - tunnelWidth 0 s| ≤ C * s * tunnelWidth 0 s) (n : ℕ) :
    |dispersionMoment w (n + 1) / dispersionMoment (tunnelWidth 0) (n + 1) - 1| ≤
      C / (3 * (n + 1 / 2)) := by
  have hI0 := integrable_moment 0 n
  have hI1 := integrable_moment 0 (n + 1)
  -- the extra factor s lowers the order of the moment by one
  have hb : ∀ s ∈ Ioi (0 : ℝ), ‖w s / s ^ (n + 1 + 1) - tunnelWidth 0 s / s ^ (n + 1 + 1)‖ ≤
      C * (tunnelWidth 0 s / s ^ (n + 1)) := by
    intro s hs
    have hs : 0 < s := hs
    rw [← sub_div, Real.norm_eq_abs, abs_div, abs_of_pos (pow_pos hs (n + 1 + 1)),
      div_le_iff₀ (pow_pos hs _)]
    calc |w s - tunnelWidth 0 s| ≤ C * s * tunnelWidth 0 s := h s hs
      _ = C * (tunnelWidth 0 s / s ^ (n + 1)) * s ^ (n + 1 + 1) := by
        rw [pow_succ s (n + 1)]
        field_simp
  have hae := ae_restrict_of_forall_mem (μ := volume) measurableSet_Ioi hb
  have hwm : AEStronglyMeasurable (fun s => w s / s ^ (n + 1 + 1)) (volume.restrict (Ioi 0)) :=
    ContinuousOn.aestronglyMeasurable (hw.div (continuous_pow (n + 1 + 1)).continuousOn
      (fun s hs => (pow_pos (Set.mem_Ioi.1 hs) _).ne')) measurableSet_Ioi
  have hD := (hI0.const_mul C).mono' (hwm.sub hI1.aestronglyMeasurable) hae
  have hW : Integrable (fun s => w s / s ^ (n + 1 + 1)) (volume.restrict (Ioi 0)) :=
    (hD.add hI1).congr (Filter.Eventually.of_forall fun s => sub_add_cancel _ _)
  have hdiff : |dispersionMoment w (n + 1) - dispersionMoment (tunnelWidth 0) (n + 1)| ≤
      C * dispersionMoment (tunnelWidth 0) n := by
    have h1 := norm_integral_le_of_norm_le (hI0.const_mul C) hae
    rw [integral_sub hW hI1, integral_const_mul, Real.norm_eq_abs] at h1
    unfold dispersionMoment
    rw [← mul_sub, abs_mul, abs_of_pos (show 0 < 1 / π by positivity)]
    refine (mul_le_mul_of_nonneg_left h1 (by positivity)).trans (le_of_eq ?_)
    ring
  -- the growth of the moments turns this into a bound of order 1/n on the relative error
  have hr : dispersionMoment (tunnelWidth 0) (n + 1) =
      3 * (n + 1 / 2) * dispersionMoment (tunnelWidth 0) n := by
    rw [moment_succ 0 n]
    push_cast
    ring
  have hp := moment_pos 0 (n + 1)
  rw [div_sub_one hp.ne', abs_div, abs_of_pos hp, div_le_div_iff₀ hp (by positivity)]
  refine (mul_le_mul_of_nonneg_right hdiff (by positivity)).trans (le_of_eq ?_)
  rw [hr]
  ring

end

end AnharmonicLargeOrder
```

```lean
#print axioms AnharmonicLargeOrder.bounceAction_eq
-- 'AnharmonicLargeOrder.bounceAction_eq' depends on axioms: [propext, Classical.choice, Quot.sound]
#print axioms AnharmonicLargeOrder.ground_state_moment
-- 'AnharmonicLargeOrder.ground_state_moment' depends on axioms: [propext, Classical.choice, Quot.sound]
#print axioms AnharmonicLargeOrder.large_order_accuracy
-- 'AnharmonicLargeOrder.large_order_accuracy' depends on axioms: [propext, Classical.choice, Quot.sound]
```

## From the antiderivative to the error bound in Lean

In `bounceAction_eq`, the step `hcongr` takes the factor $x$ out of the root, which uses $x \ge 0$ on the interval. `hderiv` differentiates $F$. The derivative exists at the turning point too, where the base of the power vanishes, because the exponent $3/2$ is at least one. The fundamental theorem of calculus then gives `hint`, and the two endpoint values finish the calculation.

`integral_tunnel_factor` is the substitution $t = 1/s$ for a general action constant $A > 0$ and exponent $a > 0$. Mathlib's change of variables for powers, `integral_comp_rpow_Ioi`, is applied with exponent $-1$, and Euler's integral supplies $\Gamma(a)/A^a$. What remains is to check that the powers of $s$, including the Jacobian, add up to $-a-1$.

`moment_tunnelWidth` puts these two results together. Its step `hpt` inserts the value of the action and collects the powers of $s$; `h3`, `h4` and `h5` are the identities for $3^a$, $\sqrt6\,\pi^{-3/2}$ and $12^K$. `ground_state_moment` specialises to $K = 0$, and `moment_succ` applies the recursion of the Gamma function.

`moment_pos` follows from the closed form, and `integrable_moment` uses it in an indirect argument. Lean assigns the value zero to the integral of a non-integrable function, so a positive moment shows that its integrand is integrable.

In `large_order_accuracy`, `hb` is the pointwise bound after division by $s^{n+2}$. Continuity of `w` provides measurability, and the bound then makes the difference of the two integrands integrable (`hD`). Adding back the semiclassical integrand gives integrability for `w` (`hW`), which therefore need not be assumed. `hdiff` integrates the bound to obtain $C\,M_{0,n}$, and `hr` rewrites $M_{0,n+1}$ as $3(n+\frac12)M_{0,n}$. Dividing by this positive moment gives the stated relative error.
